# Means and covariances of species counts in competitive Langmuir adsorption

## Configurations of a surface

A surface state can be described by its species counts or by the content of every site. Here it is the latter: a configuration σ assigns to each of N sites either "empty" or one species from a finite set. Double occupation is thus excluded from the start, and the statistics of the counts have to be derived.

An empty site has weight w(empty) = 1, and a site holding species i has weight w(i) = x_i > 0. For a surface in equilibrium with an ideal gas whose molecules adsorb intact, x_i is the adsorption constant times the partial pressure; positivity means that every listed species is present and can adsorb. The sites are equivalent and do not interact, so the weight of σ is the product W(σ) = ∏_s w(σ_s). Write

z = 1 + ∑_k x_k,  θ_i = x_i / z.

Summing over each site separately gives the configuration sum

Z = ∑_σ ∏_s w(σ_s) = ∏_s ∑_a w(a) = z^N.

## One site, then two

Let o_i(a) be 1 if a site in state a holds species i, and 0 otherwise. Inserting o_i at site s replaces one factor z by x_i:

⟨o_i(σ_s)⟩ = x_i z^(N−1) / z^N = θ_i.

For two different sites s ≠ t, two factors are replaced:

⟨o_i(σ_s) o_j(σ_t)⟩ = x_i x_j z^(N−2) / z^N = θ_i θ_j.

On a single site, o_i o_j = δ_ij o_i, with mean δ_ij θ_i.

## Counts and their covariance

The count is n_i = ∑_s o_i(σ_s), so ⟨n_i⟩ = N θ_i. The product n_i n_j contains N pairs with equal sites and N(N−1) with different sites:

⟨n_i n_j⟩ = N δ_ij θ_i + N(N−1) θ_i θ_j.

Subtracting N² θ_i θ_j leaves

Cov(n_i, n_j) = N (δ_ij θ_i − θ_i θ_j).

This is −N θ_i θ_j for distinct species and N θ_i (1 − θ_i) for equal ones. If the equal-site pairs are treated as independent too, the second moment becomes N² θ_i θ_j and the covariance wrongly vanishes.

For N = 1 and i ≠ j, the product n_i n_j is always zero, and the covariance −θ_i θ_j comes from exclusion alone.

## Response to a chemical potential

Now let t be a real parameter and multiply x_j by exp t, which raises the chemical potential of species j by t in units of kT. Then z has derivative x_j at t = 0, and the quotient rule gives

d⟨n_i⟩/dt = N (δ_ij x_i z − x_i x_j) / z² = Cov(n_i, n_j).

For equivalent, non-interacting sites that each hold at most one particle, these formulas provide exact reference values for occupations and fluctuations in grand-canonical lattice simulations.

## The statements in Lean

The species form a finite type `ι`, and a configuration is a function `Fin N → Option ι`, with `none` for an empty site. The symbols z, θ_i, o_i and n_i are `siteSum x`, `coverage x i`, `occ i` and `count i`. `mean` is the weighted sum over configurations divided by `configSum`.

Under `hx`, which says that all species weights are positive, `competitive_langmuir` states the value and positivity of the configuration sum, the means, the covariances of distinct species and the variances. It holds for every natural number N, including zero. `response_eq_covariance` states the derivative at t = 0, with `tilt` as the changed weights.

The weights are given numbers, not computed from molecular partition functions. Lateral interactions, molecules covering several sites and adsorption kinetics are not covered.

```lean
import Mathlib

open Finset

namespace CompetitiveLangmuir

noncomputable section

variable {ι : Type*} [Fintype ι] [DecidableEq ι] {N : ℕ}

/-- Weight of one site: `1` if empty, `x i` if it holds species `i`. -/
def siteWeight (x : ι → ℝ) : Option ι → ℝ
  | none => 1
  | some i => x i

/-- Occupation indicator: `1` if the site holds species `i`, otherwise `0`. -/
def occ (i : ι) (a : Option ι) : ℝ := if a = some i then 1 else 0

/-- The sum of the weights of all states of one site. -/
def siteSum (x : ι → ℝ) : ℝ := 1 + ∑ k, x k

/-- Weight of a configuration of `N` independent sites. -/
def weight (x : ι → ℝ) (σ : Fin N → Option ι) : ℝ := ∏ s, siteWeight x (σ s)

/-- The configuration sum of `N` sites. -/
def configSum (N : ℕ) (x : ι → ℝ) : ℝ := ∑ σ : Fin N → Option ι, weight x σ

/-- Weighted mean of an observable, for a nonzero configuration sum. -/
def mean (N : ℕ) (x : ι → ℝ) (F : (Fin N → Option ι) → ℝ) : ℝ :=
  (∑ σ, weight x σ * F σ) / configSum N x

/-- Number of sites that hold species `i`. -/
def count (i : ι) (σ : Fin N → Option ι) : ℝ := ∑ s, occ i (σ s)

/-- Covariance of the counts of species `i` and `j`, for a nonzero configuration sum. -/
def covariance (N : ℕ) (x : ι → ℝ) (i j : ι) : ℝ :=
  mean N x (fun σ => count i σ * count j σ) - mean N x (count i) * mean N x (count j)

/-- Langmuir coverage `x i / (1 + ∑ x)`, for a nonzero denominator. -/
def coverage (x : ι → ℝ) (i : ι) : ℝ := x i / siteSum x

/-- The weights after that of species `j` is multiplied by `exp t`. -/
def tilt (x : ι → ℝ) (j : ι) (t : ℝ) (k : ι) : ℝ :=
  x k * Real.exp (if k = j then t else 0)

omit [DecidableEq ι] in
/-- A sum over configurations of a product over sites is a product of one-site sums. -/
theorem sum_prod (f : Fin N → Option ι → ℝ) :
    ∑ σ : Fin N → Option ι, ∏ s, f s (σ s) = ∏ s, ∑ a, f s a := by
  rw [Finset.prod_univ_sum, Fintype.piFinset_univ]

/-- The one-site weights sum to `1 + ∑ x`, and those with species `i` present to `x i`. -/
theorem site_sums (x : ι → ℝ) : (∑ a, siteWeight x a = siteSum x) ∧
    ∀ i, ∑ a, siteWeight x a * occ i a = x i := by
  constructor
  · simp [Fintype.sum_option, siteWeight, siteSum]
  · intro i
    simp [siteWeight, occ]

omit [DecidableEq ι] in
/-- With positive species weights the one-site sum is positive. -/
theorem siteSum_pos {x : ι → ℝ} (hx : ∀ k, 0 < x k) : 0 < siteSum x :=
  add_pos_of_pos_of_nonneg one_pos (Finset.sum_nonneg fun k _ => (hx k).le)

/-- The configuration sum of `N` independent sites is `(1 + ∑ x) ^ N`. -/
theorem configSum_eq (N : ℕ) (x : ι → ℝ) : configSum N x = (1 + ∑ k, x k) ^ N := by
  refine (sum_prod (fun _ a => siteWeight x a)).trans ?_
  simp only [(site_sums x).1, prod_const, card_univ, Fintype.card_fin, siteSum]

/-- The total weight of the configurations with species `i` on site `s`, multiplied by `1 + ∑ x`, is
`x i * (1 + ∑ x) ^ N`. -/
theorem sum_weight_site (x : ι → ℝ) (i : ι) (s : Fin N) :
    (∑ σ, weight x σ * occ i (σ s)) * siteSum x = x i * siteSum x ^ N := by
  have h : ∀ σ : Fin N → Option ι, weight x σ * occ i (σ s) =
      ∏ r, (siteWeight x (σ r) * (if r = s then occ i (σ r) else 1)) := by
    intro σ
    simp only [prod_mul_distrib, prod_ite_eq', mem_univ, if_true, weight]
  have e : ∀ r, (∑ a, siteWeight x a * (if r = s then occ i a else 1)) *
      (if r = s then siteSum x else 1) = siteSum x * (if r = s then x i else 1) := by
    intro r
    by_cases hr : r = s
    · simp only [if_pos hr, (site_sums x).2]
      ring
    · simp only [if_neg hr, mul_one, (site_sums x).1]
  have p := Finset.prod_congr rfl (fun r (_ : r ∈ Finset.univ) => e r)
  simp only [prod_mul_distrib, prod_ite_eq', mem_univ, if_true, prod_const, card_univ,
    Fintype.card_fin] at p
  simp only [h]
  rw [sum_prod (fun r a => siteWeight x a * (if r = s then occ i a else 1)), p]
  ring

/-- The total weight of the configurations with species `i` on site `s` and `j` on a different site
`t`, multiplied by `(1 + ∑ x) ^ 2`, is `x i * x j * (1 + ∑ x) ^ N`. -/
theorem sum_weight_pair (x : ι → ℝ) (i j : ι) {s t : Fin N} (hst : s ≠ t) :
    (∑ σ, weight x σ * (occ i (σ s) * occ j (σ t))) * siteSum x ^ 2 =
      x i * x j * siteSum x ^ N := by
  have h : ∀ σ : Fin N → Option ι, weight x σ * (occ i (σ s) * occ j (σ t)) =
      ∏ r, (siteWeight x (σ r) *
        ((if r = s then occ i (σ r) else 1) * (if r = t then occ j (σ r) else 1))) := by
    intro σ
    simp only [prod_mul_distrib, prod_ite_eq', mem_univ, if_true, weight]
  have e : ∀ r, (∑ a, siteWeight x a *
      ((if r = s then occ i a else 1) * (if r = t then occ j a else 1))) *
      ((if r = s then siteSum x else 1) * (if r = t then siteSum x else 1)) =
      siteSum x * ((if r = s then x i else 1) * (if r = t then x j else 1)) := by
    intro r
    by_cases hr : r = s
    · have ht : r ≠ t := fun h => hst (hr.symm.trans h)
      simp only [if_pos hr, if_neg ht, mul_one, (site_sums x).2]
      ring
    · by_cases ht : r = t
      · simp only [if_neg hr, if_pos ht, one_mul, (site_sums x).2]
        ring
      · simp only [if_neg hr, if_neg ht, mul_one, (site_sums x).1]
  have p := Finset.prod_congr rfl (fun r (_ : r ∈ Finset.univ) => e r)
  simp only [prod_mul_distrib, prod_ite_eq', mem_univ, if_true, prod_const, card_univ,
    Fintype.card_fin] at p
  simp only [h]
  rw [sum_prod (fun r a => siteWeight x a *
    ((if r = s then occ i a else 1) * (if r = t then occ j a else 1))), pow_two, p]
  ring

/-- The mean count of species `i` times `1 + ∑ x` is `N * x i`. -/
theorem mean_count (N : ℕ) {x : ι → ℝ} (hx : ∀ k, 0 < x k) (i : ι) :
    mean N x (count i) * siteSum x = N * x i := by
  have S : (∑ σ : Fin N → Option ι, weight x σ * count i σ) * siteSum x =
      N * (x i * siteSum x ^ N) := by
    simp only [count, mul_sum]
    rw [sum_comm, sum_mul]
    simp only [sum_weight_site, sum_const, card_univ, Fintype.card_fin, nsmul_eq_mul]
  have hZ : configSum N x = siteSum x ^ N := configSum_eq N x
  rw [mean, hZ, div_mul_eq_mul_div, S, div_eq_iff (pow_ne_zero N (siteSum_pos hx).ne')]
  ring

/-- The covariance of any two counts, equal species included, multiplied by
`(1 + ∑ x) ^ 2`. -/
theorem covariance_count (N : ℕ) {x : ι → ℝ} (hx : ∀ k, 0 < x k) (i j : ι) :
    covariance N x i j * siteSum x ^ 2 =
      N * ((if i = j then x i * siteSum x else 0) - x i * x j) := by
  -- one site excludes double occupation, different sites are independent
  have P : ∀ s t : Fin N, (∑ σ, weight x σ * (occ i (σ s) * occ j (σ t))) * siteSum x ^ 2 =
      if s = t then (if i = j then x i * siteSum x else 0) * siteSum x ^ N
      else x i * x j * siteSum x ^ N := by
    intro s t
    by_cases hst : s = t
    · subst hst
      have o : ∀ a : Option ι, occ i a * occ j a = if i = j then occ i a else 0 := by
        intro a
        by_cases hij : i = j
        · subst hij
          by_cases ha : a = some i <;> simp [occ, ha]
        · by_cases ha : a = some i <;> simp [occ, ha, hij]
      simp only [o, if_true]
      by_cases hij : i = j
      · simp only [if_pos hij]
        linear_combination siteSum x * sum_weight_site x i s
      · simp only [if_neg hij, mul_zero, sum_const_zero, zero_mul]
    · rw [if_neg hst, sum_weight_pair x i j hst]
  have D : ∀ A B : ℝ, ∑ s : Fin N, ∑ t : Fin N, (if s = t then A else B) =
      N * A + N * (N - 1) * B := by
    intro A B
    have h : ∀ s t : Fin N, (if s = t then A else B) = B + if s = t then A - B else 0 := by
      intro s t
      split_ifs <;> ring
    rw [sum_congr rfl fun s _ => sum_congr rfl fun t _ => h s t]
    simp only [sum_add_distrib, sum_const, card_univ, Fintype.card_fin, nsmul_eq_mul,
      sum_ite_eq, mem_univ, if_true]
    ring
  have E : ∑ σ : Fin N → Option ι, weight x σ * (count i σ * count j σ) =
      ∑ s, ∑ t, ∑ σ : Fin N → Option ι, weight x σ * (occ i (σ s) * occ j (σ t)) := by
    simp only [count, sum_mul_sum]
    simp only [mul_sum]
    rw [sum_comm]
    refine sum_congr rfl fun s _ => ?_
    rw [sum_comm]
  have m : mean N x (fun σ => count i σ * count j σ) * siteSum x ^ 2 =
      N * (if i = j then x i * siteSum x else 0) + N * (N - 1) * (x i * x j) := by
    have hZ : configSum N x = siteSum x ^ N := configSum_eq N x
    rw [mean, hZ, div_mul_eq_mul_div, div_eq_iff (pow_ne_zero N (siteSum_pos hx).ne'), E]
    rw [sum_mul]
    refine Eq.trans (sum_congr rfl fun s _ =>
      (sum_mul _ _ _).trans (sum_congr rfl fun t _ => P s t)) ?_
    rw [D]
    ring
  unfold covariance
  linear_combination m - mean N x (count j) * siteSum x * mean_count N hx i -
    N * x i * mean_count N hx j

/-- Competitive Langmuir adsorption: the configuration sum is `(1 + ∑ x) ^ N` and positive,
the mean counts are `N θ i`, distinct species have covariance `-N θ i θ j`, and each count
has variance `N θ i (1 - θ i)`. -/
theorem competitive_langmuir (N : ℕ) {x : ι → ℝ} (hx : ∀ k, 0 < x k) :
    configSum N x = (1 + ∑ k, x k) ^ N ∧ 0 < configSum N x ∧
    (∀ i, mean N x (count i) = N * coverage x i) ∧
    (∀ i j, i ≠ j → covariance N x i j = -(N * coverage x i * coverage x j)) ∧
    (∀ i, covariance N x i i = N * coverage x i * (1 - coverage x i)) := by
  have hz := siteSum_pos hx
  have h : ∀ i, coverage x i * siteSum x = x i := fun i => div_mul_cancel₀ _ hz.ne'
  refine ⟨configSum_eq N x, ?_, fun i => ?_, fun i j hij => ?_, fun i => ?_⟩
  · rw [configSum_eq]
    exact pow_pos hz N
  · apply mul_right_cancel₀ hz.ne'
    linear_combination mean_count N hx i - N * h i
  · have c := covariance_count N hx i j
    rw [if_neg hij] at c
    apply mul_right_cancel₀ (pow_ne_zero 2 hz.ne')
    linear_combination c + N * (coverage x j * siteSum x) * h i + N * x i * h j
  · have c := covariance_count N hx i i
    rw [if_pos rfl] at c
    apply mul_right_cancel₀ (pow_ne_zero 2 hz.ne')
    linear_combination c + (N * (coverage x i * siteSum x + x i) - N * siteSum x) * h i

/-- Fluctuation-response relation: when the weight of species `j` is multiplied by `exp t`,
the mean count of species `i` changes at `t = 0` at a rate equal to their covariance. -/
theorem response_eq_covariance (N : ℕ) {x : ι → ℝ} (hx : ∀ k, 0 < x k) (i j : ι) :
    HasDerivAt (fun t => mean N (tilt x j t) (count i)) (covariance N x i j) 0 := by
  have hpos : ∀ t k, 0 < tilt x j t k := fun t k => mul_pos (hx k) (Real.exp_pos _)
  have t0 : tilt x j 0 = x := by
    funext k
    simp [tilt]
  have hfun : (fun t => mean N (tilt x j t) (count i)) =
      fun t => N * tilt x j t i / siteSum (tilt x j t) := by
    funext t
    rw [eq_div_iff (siteSum_pos (hpos t)).ne']
    exact mean_count N (hpos t) i
  have d : ∀ k, HasDerivAt (fun t => tilt x j t k) (if k = j then x k else 0) 0 := by
    intro k
    by_cases h : k = j
    · simp only [tilt, if_pos h]
      simpa only [Real.exp_zero, mul_one] using (Real.hasDerivAt_exp 0).const_mul (x k)
    · simp only [tilt, if_neg h]
      exact hasDerivAt_const _ _
  have ds : HasDerivAt (fun t => siteSum (tilt x j t)) (x j) 0 := by
    have q := (HasDerivAt.fun_sum (u := Finset.univ) (fun k _ => d k)).const_add 1
    simp only [sum_ite_eq', mem_univ, if_true] at q
    exact q
  -- the quotient rule reproduces the covariance
  have q := ((d i).const_mul (N : ℝ)).fun_div ds (siteSum_pos (hpos 0)).ne'
  rw [hfun]
  refine q.congr_deriv ?_
  simp only [t0]
  rw [div_eq_iff (pow_ne_zero 2 (siteSum_pos hx).ne'), covariance_count N hx i j]
  split_ifs with hij
  · subst hij
    ring
  · ring

end

end CompetitiveLangmuir
```

```lean
#print axioms CompetitiveLangmuir.competitive_langmuir
#print axioms CompetitiveLangmuir.response_eq_covariance
```

```
'CompetitiveLangmuir.competitive_langmuir' depends on axioms: [propext, Classical.choice, Quot.sound]
'CompetitiveLangmuir.response_eq_covariance' depends on axioms: [propext, Classical.choice, Quot.sound]
```

## How the proof follows the sums

`sum_prod` exchanges the sum over configurations with the product over sites; with `site_sums` it gives `configSum_eq`. `sum_weight_site` and `sum_weight_pair` insert the indicators as factors equal to 1 on all other sites. Both multiply by powers of z instead of writing z^(N−1) or z^(N−2).

`mean_count` sums over sites and divides by Z = z^N, which is nonzero because z is positive by `siteSum_pos`. In `covariance_count`, `E` expands the product of counts into site pairs, `P` evaluates each pair, and `D` counts equal and different pairs. The result `m` gives the second moment multiplied by z², from which `linear_combination` subtracts the product of means, multiplied by the same factor.

The main theorem cancels powers of z to pass from weights to coverages. For the response, `hfun` replaces the mean by its closed form, `d` and `ds` differentiate numerator and denominator, and the quotient rule yields the expression in `covariance_count`.
